# For Hermitian inputs and an invertible DIIS matrix, real weights minimize the residual norm over all complex weights of unit sum

## A real matrix for complex errors

The matrix of DIIS (direct inversion in the iterative subspace) is defined here as a real matrix: each entry is the real part of a trace overlap between two complex error matrices. For arbitrary complex matrices this would discard information. For the errors of a self-consistent-field calculation with Hermitian inputs it discards nothing, because those overlaps are already real. The competing weights, by contrast, are allowed to be complex, so the optimality of the real weights is a result and not a restriction built into the problem.

## Self-consistency in a magnetic field

In a strong magnetic field the orbitals are in general complex, and so are the Fock matrices $F_i$, the density matrices $D_i$ and, with field-dependent basis functions, the basis overlap $S$. All of them are Hermitian. The index $i$ labels the stored iterates. The error of iterate $i$ is

$$e_i = F_iD_iS - SD_iF_i ,$$

which vanishes at self-consistency. DIIS picks weights $c_i$ with $\sum_i c_i=1$ that make $\sum_i c_ie_i$ small, and continues with the Fock matrix $\sum_i c_iF_i$. That matrix should be Hermitian, which complex weights would not ensure.

Write $E(z)=\sum_i z_ie_i$ for complex weights $z$, $\|A\|^2=\sum_{ab}|A_{ab}|^2=\mathrm{tr}(A^\dagger A)$ for the squared Frobenius norm, $B_{ij}=\mathrm{Re}\,\mathrm{tr}(e_i^\dagger e_j)$, and $\mathbf 1$ for the vector of ones.

**Statement.** $B$ is symmetric and positive semidefinite, and the real part in its definition is redundant. If $B$ is invertible and there is at least one iterate, then $\sigma=\mathbf 1^TB^{-1}\mathbf 1$ is positive, and $c=B^{-1}\mathbf 1/\sigma$ is the unique minimizer of $\|E(d)\|^2$ over complex $d$ with $\sum_i d_i=1$. The minimum is $1/\sigma$, and $\sum_i c_iF_i$ is Hermitian.

## Real overlaps

Taking the adjoint reverses products, so

$$e_i^\dagger = SD_iF_i-F_iD_iS=-e_i .$$

With cyclicity of the trace,

$$\overline{\mathrm{tr}(e_i^\dagger e_j)}=\mathrm{tr}(e_j^\dagger e_i)=-\mathrm{tr}(e_je_i)=-\mathrm{tr}(e_ie_j)=\mathrm{tr}(e_i^\dagger e_j).$$

The overlap is therefore real and equals $B_{ij}=-\mathrm{tr}(e_ie_j)$, which is symmetric in $i$ and $j$. Expanding both factors gives

$$\mathrm{tr}\big(E(w)^\dagger E(z)\big)=\sum_{ij}\bar w_iB_{ij}z_j .$$

For a real vector $x$ this yields $x^TBx=\|E(x)\|^2\ge 0$.

## Orthogonality and the minimum

Let $B$ be invertible. If $E(z)=0$, then $0=\mathrm{tr}(e_i^\dagger E(z))=\sum_jB_{ij}z_j$ for every $i$. Since $B$ is real, $B\,\mathrm{Re}\,z=0$ and $B\,\mathrm{Im}\,z=0$, hence $z=0$.

Put $v=B^{-1}\mathbf 1$. Then $\sigma=\mathbf 1^Tv=v^TBv=\|E(v)\|^2\ge0$. If $\sigma$ were zero, $v$ would vanish, and $\mathbf 1=Bv$ would be zero, which is impossible with at least one iterate. So $\sigma>0$, the weights $c=v/\sigma$ sum to one, and $Bc=\mathbf 1/\sigma$. Consequently

$$\mathrm{tr}\big(E(z)^\dagger E(c)\big)=\frac{1}{\sigma}\,\overline{\sum_i z_i}.$$

Choosing $z=c$ gives $\|E(c)\|^2=1/\sigma$. For any $d$ of unit sum, the deviation $g=d-c$ sums to zero, so $E(g)$ is orthogonal to $E(c)$ and

$$\|E(d)\|^2=\frac1\sigma+\|E(g)\|^2 .$$

The minimum is reached exactly when $E(g)=0$, which means $g=0$. Finally, $\big(\sum_ic_iF_i\big)^\dagger=\sum_i\bar c_iF_i=\sum_ic_iF_i$, because the weights are real.

## One iterate, and two levels

With a single iterate, $B$ is the number $\|e_1\|^2$. It is invertible exactly when $e_1\neq0$, and then $c_1=1$ and the minimum is $\|e_1\|^2$.

For two iterates, take $S=1$, both densities equal to $\mathrm{diag}(1,0)$, and the Pauli matrices $\sigma_x$ and $\sigma_y$ as Fock matrices. The errors are

$$e_1=\begin{pmatrix}0&-1\\1&0\end{pmatrix},\qquad e_2=\begin{pmatrix}0&i\\i&0\end{pmatrix}.$$

Here $B$ is twice the identity, so $c=(\tfrac12,\tfrac12)$ and the squared norm falls from $2$ for either error to $1$ for the mixture. The example illustrates only the algebra: in a calculation with a fixed Hamiltonian and basis, equal densities would give equal Fock matrices.

## The linear system in a program

A DIIS routine commonly solves $Bc=\lambda\mathbf 1$ together with $\mathbf 1^Tc=1$, where $\lambda$ is a Lagrange multiplier. For invertible $B$ this gives the weights above, with $\lambda=1/\sigma$ equal to the minimal squared norm. In a finite-basis calculation with complex orbitals and Hermitian inputs, a real linear solver is thus enough. If a program finds an imaginary part of $\mathrm{tr}(e_i^\dagger e_j)$ well above rounding error, then either an input is not Hermitian or the errors or traces are formed incorrectly.

## The Lean file

```lean
import Mathlib

open Matrix

namespace ComplexDIIS

noncomputable section

variable {n ι : Type*} [Fintype n] [Fintype ι]

/-- The squared Frobenius norm of a complex matrix. -/
def frobSq (A : Matrix n n ℂ) : ℝ := ∑ i, ∑ j, ‖A i j‖ ^ 2

/-- The self-consistency errors `F D S - S D F` of a list of Fock and density matrices. -/
def residual (F D : ι → Matrix n n ℂ) (S : Matrix n n ℂ) : ι → Matrix n n ℂ :=
  fun i => F i * D i * S - S * D i * F i

/-- The combination of a list of matrices with complex weights. -/
def mix (z : ι → ℂ) (A : ι → Matrix n n ℂ) : Matrix n n ℂ := ∑ i, z i • A i

/-- The DIIS matrix: real parts of the trace overlaps of the errors. -/
def overlap (e : ι → Matrix n n ℂ) : Matrix ι ι ℝ :=
  Matrix.of fun i j => (trace ((e i)ᴴ * e j)).re

/-- The sum of all entries of the inverse DIIS matrix. -/
def weightSum [DecidableEq ι] (B : Matrix ι ι ℝ) : ℝ := (1 : ι → ℝ) ⬝ᵥ (B⁻¹ *ᵥ (1 : ι → ℝ))

/-- The DIIS weights: the inverse DIIS matrix applied to the all-ones vector, normalized. -/
def diisCoeff [DecidableEq ι] (B : Matrix ι ι ℝ) : ι → ℝ := (weightSum B)⁻¹ • (B⁻¹ *ᵥ (1 : ι → ℝ))

/-- The trace of `A† A` is the squared Frobenius norm of `A`. -/
theorem trace_self (A : Matrix n n ℂ) : trace (Aᴴ * A) = (frobSq A : ℂ) := by
  unfold frobSq
  rw [Finset.sum_comm]
  push_cast
  simp only [Matrix.trace, Matrix.diag_apply, Matrix.mul_apply, Matrix.conjTranspose_apply]
  refine Finset.sum_congr rfl fun i _ => Finset.sum_congr rfl fun j _ => ?_
  exact Complex.conj_mul' _

omit [Fintype ι] in
/-- For Hermitian Fock, density and basis-overlap matrices the errors are anti-Hermitian. -/
theorem residual_antiHermitian {F D : ι → Matrix n n ℂ} {S : Matrix n n ℂ}
    (hF : ∀ i, (F i).IsHermitian) (hD : ∀ i, (D i).IsHermitian) (hS : S.IsHermitian) (i : ι) :
    (residual F D S i)ᴴ = -residual F D S i := by
  simp only [residual, conjTranspose_sub, conjTranspose_mul, (hF i).eq, (hD i).eq, hS.eq]
  noncomm_ring

omit [Fintype ι] in
/-- The trace overlap of two anti-Hermitian errors is real. -/
theorem overlap_real {e : ι → Matrix n n ℂ} (he : ∀ i, (e i)ᴴ = -e i) (i j : ι) :
    trace ((e i)ᴴ * e j) = (overlap e i j : ℂ) := by
  have h : star (trace ((e i)ᴴ * e j)) = trace ((e i)ᴴ * e j) := by
    rw [← trace_conjTranspose, conjTranspose_mul, conjTranspose_conjTranspose, he i, he j,
      neg_mul, neg_mul, trace_neg, trace_neg, trace_mul_comm]
  exact (Complex.conj_eq_iff_re.1 h).symm

/-- For anti-Hermitian errors, the trace overlap of two mixed errors is the sesquilinear form of the
DIIS matrix. -/
theorem trace_mix {e : ι → Matrix n n ℂ} (he : ∀ i, (e i)ᴴ = -e i) (w z : ι → ℂ) :
    trace ((mix w e)ᴴ * mix z e) = ∑ i, star (w i) * ∑ j, (overlap e i j : ℂ) * z j := by
  have h : (mix w e)ᴴ = ∑ i, star (w i) • (e i)ᴴ := by
    unfold mix
    rw [conjTranspose_sum]
    simp only [conjTranspose_smul]
  rw [h, Finset.sum_mul, trace_sum]
  refine Finset.sum_congr rfl fun i _ => ?_
  rw [Matrix.smul_mul, trace_smul, smul_eq_mul, mix, Finset.mul_sum, trace_sum]
  congr 1
  refine Finset.sum_congr rfl fun j _ => ?_
  rw [Matrix.mul_smul, trace_smul, overlap_real he, smul_eq_mul, mul_comm]

/-- The DIIS matrix is symmetric and positive semidefinite, and its quadratic form is the
squared norm of the mixed error. -/
theorem overlap_symm_nonneg {e : ι → Matrix n n ℂ} (he : ∀ i, (e i)ᴴ = -e i) :
    (overlap e).IsSymm ∧ ∀ x : ι → ℝ, 0 ≤ x ⬝ᵥ (overlap e *ᵥ x) ∧
      x ⬝ᵥ (overlap e *ᵥ x) = frobSq (mix (fun i => (x i : ℂ)) e) := by
  refine ⟨Matrix.IsSymm.ext fun i j => ?_, fun x => ?_⟩
  · apply Complex.ofReal_injective
    rw [← overlap_real he, ← overlap_real he, he i, he j, neg_mul, neg_mul, trace_neg,
      trace_neg, trace_mul_comm]
  · have h : x ⬝ᵥ (overlap e *ᵥ x) = frobSq (mix (fun i => (x i : ℂ)) e) := by
      apply Complex.ofReal_injective
      rw [← trace_self, trace_mix he]
      simp [dotProduct, mulVec]
    refine ⟨?_, h⟩
    rw [h]
    unfold frobSq
    positivity

variable [DecidableEq ι]

/-- If the errors are anti-Hermitian and the DIIS matrix is invertible, a complex mixture of the
errors has zero norm only when all its weights vanish. -/
theorem weights_eq_zero {e : ι → Matrix n n ℂ} (he : ∀ i, (e i)ᴴ = -e i)
    (hB : IsUnit (overlap e).det) {z : ι → ℂ} (h0 : frobSq (mix z e) = 0) : z = 0 := by
  have hz : mix z e = 0 := by
    ext i j
    have p : ∀ i ∈ Finset.univ, 0 ≤ ∑ j, ‖mix z e i j‖ ^ 2 := fun i _ => by positivity
    have q : ∀ j ∈ Finset.univ, 0 ≤ ‖mix z e i j‖ ^ 2 := fun j _ => by positivity
    have h1 := (Finset.sum_eq_zero_iff_of_nonneg p).1 h0 i (Finset.mem_univ i)
    have h2 := (Finset.sum_eq_zero_iff_of_nonneg q).1 h1 j (Finset.mem_univ j)
    simpa using h2
  -- projecting on each error gives a homogeneous linear system for the weights
  have h : ∀ i, ∑ j, (overlap e i j : ℂ) * z j = 0 := by
    intro i
    have h1 : trace ((e i)ᴴ * mix z e) = 0 := by rw [hz, mul_zero, trace_zero]
    rw [← h1, mix, Finset.mul_sum, trace_sum]
    refine Finset.sum_congr rfl fun j _ => ?_
    rw [Matrix.mul_smul, trace_smul, overlap_real he, smul_eq_mul, mul_comm]
  have hre : overlap e *ᵥ (fun j => (z j).re) = 0 := by
    ext i
    simpa [mulVec, dotProduct] using congrArg Complex.re (h i)
  have him : overlap e *ᵥ (fun j => (z j).im) = 0 := by
    ext i
    simpa [mulVec, dotProduct] using congrArg Complex.im (h i)
  have r := Matrix.eq_zero_of_mulVec_eq_zero hB.ne_zero hre
  have s := Matrix.eq_zero_of_mulVec_eq_zero hB.ne_zero him
  funext j
  exact Complex.ext (congrFun r j) (congrFun s j)

/-- For an invertible DIIS matrix the normalizing denominator is positive and the DIIS
weights sum to one. -/
theorem coeff_normalized [Nonempty ι] {e : ι → Matrix n n ℂ} (he : ∀ i, (e i)ᴴ = -e i)
    (hB : IsUnit (overlap e).det) :
    0 < weightSum (overlap e) ∧ ∑ i, diisCoeff (overlap e) i = 1 := by
  have hv : overlap e *ᵥ ((overlap e)⁻¹ *ᵥ (1 : ι → ℝ)) = 1 := by
    rw [mulVec_mulVec, mul_nonsing_inv _ hB, one_mulVec]
  obtain ⟨hn, hq⟩ := (overlap_symm_nonneg he).2 ((overlap e)⁻¹ *ᵥ (1 : ι → ℝ))
  rw [hv, dotProduct_comm] at hn hq
  have hs : 0 < weightSum (overlap e) := by
    refine lt_of_le_of_ne hn fun h0 => ?_
    have hz := weights_eq_zero he hB (hq.symm.trans h0.symm)
    have hv0 : (overlap e)⁻¹ *ᵥ (1 : ι → ℝ) = 0 := by
      funext j
      exact Complex.ofReal_injective (congrFun hz j)
    rw [hv0, mulVec_zero] at hv
    obtain ⟨i⟩ := ‹Nonempty ι›
    exact zero_ne_one (congrFun hv i)
  refine ⟨hs, ?_⟩
  have h1 : ∑ i, ((overlap e)⁻¹ *ᵥ (1 : ι → ℝ)) i = weightSum (overlap e) := by
    simp only [weightSum, dotProduct, Pi.one_apply, one_mul]
  simp only [diisCoeff, Pi.smul_apply, smul_eq_mul]
  rw [← Finset.mul_sum, h1, inv_mul_cancel₀ hs.ne']

/-- For anti-Hermitian errors with an invertible DIIS matrix, and complex weights of unit sum, the
squared error norm is a constant plus the squared norm of the error mixed with the deviation from
the DIIS weights. -/
theorem residual_pythagoras [Nonempty ι] {e : ι → Matrix n n ℂ} (he : ∀ i, (e i)ᴴ = -e i)
    (hB : IsUnit (overlap e).det) (d : ι → ℂ) (hd : ∑ i, d i = 1) :
    frobSq (mix d e) = (weightSum (overlap e))⁻¹ +
      frobSq (mix (fun i => d i - (diisCoeff (overlap e) i : ℂ)) e) := by
  have hc : ∑ i, (diisCoeff (overlap e) i : ℂ) = 1 := by
    exact_mod_cast (coeff_normalized he hB).2
  have hv : overlap e *ᵥ ((overlap e)⁻¹ *ᵥ (1 : ι → ℝ)) = 1 := by
    rw [mulVec_mulVec, mul_nonsing_inv _ hB, one_mulVec]
  -- stationarity: the overlap with the optimal error depends only on the sum of weights
  have hst : ∀ z : ι → ℂ,
      trace ((mix z e)ᴴ * mix (fun i => (diisCoeff (overlap e) i : ℂ)) e) =
        star (∑ i, z i) * (((weightSum (overlap e))⁻¹ : ℝ) : ℂ) := by
    intro z
    rw [trace_mix he, star_sum, Finset.sum_mul]
    refine Finset.sum_congr rfl fun i _ => ?_
    congr 1
    have h : ∑ j, overlap e i j * diisCoeff (overlap e) j = (weightSum (overlap e))⁻¹ := by
      change (overlap e *ᵥ diisCoeff (overlap e)) i = _
      rw [diisCoeff, mulVec_smul, hv]
      simp
    exact_mod_cast h
  have hsplit : mix d e = mix (fun i => (diisCoeff (overlap e) i : ℂ)) e +
      mix (fun i => d i - (diisCoeff (overlap e) i : ℂ)) e := by
    simp only [mix, ← Finset.sum_add_distrib, ← add_smul, add_sub_cancel]
  have hEE := hst (fun i => (diisCoeff (overlap e) i : ℂ))
  rw [hc, star_one, one_mul] at hEE
  have hGE := hst (fun i => d i - (diisCoeff (overlap e) i : ℂ))
  rw [Finset.sum_sub_distrib, hd, hc, sub_self, star_zero, zero_mul] at hGE
  have hEG := congrArg star hGE
  rw [← trace_conjTranspose, conjTranspose_mul, conjTranspose_conjTranspose, star_zero] at hEG
  apply Complex.ofReal_injective
  rw [Complex.ofReal_add, ← trace_self, ← trace_self, hsplit, conjTranspose_add, add_mul,
    mul_add, mul_add]
  simp only [trace_add]
  rw [hEE, hEG, hGE]
  ring

/-- For Hermitian Fock, density and basis-overlap matrices and an invertible DIIS matrix, the real
DIIS weights sum to one, give a Hermitian extrapolated Fock matrix, and are the unique minimizer of
the error norm among all complex weights of unit sum; the minimal squared norm is the inverse of
`weightSum`. -/
theorem diis_optimal [Nonempty ι] (F D : ι → Matrix n n ℂ) (S : Matrix n n ℂ)
    (hF : ∀ i, (F i).IsHermitian) (hD : ∀ i, (D i).IsHermitian) (hS : S.IsHermitian)
    (hB : IsUnit (overlap (residual F D S)).det) :
    let e := residual F D S
    let c : ι → ℂ := fun i => (diisCoeff (overlap e) i : ℂ)
    ∑ i, c i = 1 ∧ (mix c F).IsHermitian ∧
      frobSq (mix c e) = (weightSum (overlap e))⁻¹ ∧
      ∀ d : ι → ℂ, ∑ i, d i = 1 → frobSq (mix c e) ≤ frobSq (mix d e) ∧
        (frobSq (mix d e) = frobSq (mix c e) → d = c) := by
  intro e c
  have he : ∀ i, (e i)ᴴ = -e i := residual_antiHermitian hF hD hS
  have hc : ∑ i, c i = 1 := by
    have h := (coeff_normalized he hB).2
    simp only [c]
    exact_mod_cast h
  have hmin : frobSq (mix c e) = (weightSum (overlap e))⁻¹ := by
    rw [residual_pythagoras he hB c hc]
    simp [c, mix, frobSq]
  refine ⟨hc, ?_, hmin, fun d hd => ?_⟩
  · -- real weights preserve Hermiticity
    unfold Matrix.IsHermitian mix
    rw [conjTranspose_sum]
    refine Finset.sum_congr rfl fun i _ => ?_
    have hr : star (c i) = c i := Complex.conj_ofReal _
    rw [conjTranspose_smul, (hF i).eq, hr]
  · have hp := residual_pythagoras he hB d hd
    have hn : 0 ≤ frobSq (mix (fun i => d i - (diisCoeff (overlap e) i : ℂ)) e) := by
      unfold frobSq
      positivity
    refine ⟨by linarith, fun heq => ?_⟩
    have hz := weights_eq_zero he hB (by linarith :
      frobSq (mix (fun i => d i - (diisCoeff (overlap e) i : ℂ)) e) = 0)
    funext i
    exact sub_eq_zero.1 (congrFun hz i)

/-- Two Fock matrices of a two-level system, with a real and an imaginary coupling. -/
def twoFock : Fin 2 → Matrix (Fin 2) (Fin 2) ℂ :=
  ![!![0, 1; 1, 0], !![0, -Complex.I; Complex.I, 0]]

/-- The density matrix with the first of two levels occupied, used for both iterates. -/
def twoDensity : Fin 2 → Matrix (Fin 2) (Fin 2) ℂ := fun _ => !![1, 0; 0, 0]

/-- In an orthonormal basis the two-level Fock and density matrices are Hermitian and their
DIIS matrix is twice the identity, hence invertible. -/
theorem diis_witness :
    (∀ i, (twoFock i).IsHermitian) ∧ (∀ i, (twoDensity i).IsHermitian) ∧
      overlap (residual twoFock twoDensity 1) = !![2, 0; 0, 2] ∧
      IsUnit (overlap (residual twoFock twoDensity 1)).det := by
  have h : overlap (residual twoFock twoDensity 1) = !![2, 0; 0, 2] := by
    ext i j
    fin_cases i <;> fin_cases j <;>
      norm_num [overlap, residual, twoFock, twoDensity, Matrix.trace, Matrix.mul_apply,
        Fin.sum_univ_succ]
  refine ⟨fun i => ?_, fun i => ?_, h, ?_⟩
  · ext a b
    fin_cases i <;> fin_cases a <;> fin_cases b <;> simp [twoFock]
  · ext a b
    fin_cases a <;> fin_cases b <;> simp [twoDensity]
  · rw [h, det_fin_two]
    norm_num

end

end ComplexDIIS
```

```lean
#print axioms ComplexDIIS.diis_optimal
-- 'ComplexDIIS.diis_optimal' depends on axioms: [propext, Classical.choice, Quot.sound]
```

## Reading the formal statement

The type `n` indexes the basis functions and `ι` the iterates; both are finite. `residual F D S` is the family $e_i$, `mix z A` is $\sum_i z_iA_i$, and `frobSq` is the squared norm. The name `overlap` refers to $B$, not to the basis overlap, which is `S`. `weightSum` is $\sigma$ and `diisCoeff` is $c$.

In `diis_optimal`, the hypotheses `hF`, `hD` and `hS` express Hermiticity, and `hB` says that $\det B$ is a unit, so that $B$ is invertible. The assumption `[Nonempty ι]` supplies at least one iterate, without which no weights could sum to one. Physically, `hB` means that the stored errors are linearly independent; it fails if an iterate is stored twice or has zero error. The conclusion lists the unit sum, the Hermitian mixture, the minimal value, and minimality with uniqueness over every `d : ι → ℂ` of unit sum. That the trace overlaps are already real is `overlap_real`; symmetry and semidefiniteness of $B$ are in `overlap_symm_nonneg`.

The hypotheses do not ask that $F_i$ be built from $D_i$, that $D_i$ be a projector, or that $S$ be positive definite. The result concerns a single extrapolation in exact arithmetic; it does not address convergence of the iteration or a nearly singular $B$.

## How the proof follows the derivation

`trace_self` identifies $\mathrm{tr}(A^\dagger A)$ with the sum of squared moduli. `residual_antiHermitian` expands the adjoint and lets `noncomm_ring` compare the products without commuting them. `overlap_real` shows that the trace equals its own conjugate, using `trace_mul_comm` for cyclicity. `trace_mix` expands the sesquilinear form, and `overlap_symm_nonneg` specializes it to real vectors.

`weights_eq_zero` first deduces from a zero norm that every matrix entry vanishes. It then projects on each error and splits the resulting linear system into `hre` and `him`, its real and imaginary parts. `coeff_normalized` obtains $\sigma>0$ from $v^TBv=\sigma$ and the contradiction at $\sigma=0$.

In `residual_pythagoras`, `hst` is the formula for $\mathrm{tr}(E(z)^\dagger E(c))$. It is used for $z=c$ (`hEE`) and for the deviation (`hGE`); the adjoint of the latter, `hEG`, removes the other cross term. `diis_optimal` sets $d=c$ to get the minimal value, uses `linarith` for the inequality, and applies `weights_eq_zero` to the deviation for uniqueness. `diis_witness` verifies `hF`, `hD` and `hB` for the two-level example by computing the entries and the determinant; `hS` holds because $S$ is the identity, and `[Nonempty ι]` because there are two iterates.
